# In a second-moment potential, higher coordination lowers the equilibrium energy exactly when the repulsion decays more than twice as fast as the band term

In this model an atom has `z` neighbours, all at distance `r`, and its energy is a pair repulsion `z * A * exp (-p * r)` minus a band term `√z * B * exp (-q * r)`, with `A` and `B` positive and `0 < q < p`. The theorem `higher_coordination_favoured_iff` compares two real coordinations `0 < z₁ < z₂`, each at its own equilibrium distance, and states that the energy at `z₂` is the lower one if and only if `2 * q < p`. The proof rewrites each equilibrium energy as minus a positive constant times the coordination to the power `(p - 2 * q) / (2 * (p - q))`. It then uses the fact that such a power increases with the coordination when the exponent is positive, and does not increase when the exponent is zero or negative.

The failing Lean file:

```lean
import Mathlib

open Real

namespace SecondMomentPotential

noncomputable section

/-- Energy per atom with `z` neighbours at distance `r`: pair repulsion minus a band term
proportional to the square root of the coordination. -/
def energy (A B p q z r : ℝ) : ℝ :=
  z * A * exp (-p * r) - √z * B * exp (-q * r)

/-- The equilibrium neighbour distance `ln (p A √z / (q B)) / (p - q)`. -/
def eqDistance (A B p q z : ℝ) : ℝ :=
  log (p * A * √z / (q * B)) / (p - q)

/-- The prefactor of the equilibrium energy, which does not involve the coordination. -/
def cohesion (A B p q : ℝ) : ℝ :=
  (1 - q / p) * B * (p * A / (q * B)) ^ (-(q / (p - q)))

variable {A B p q z : ℝ}

/-- At the equilibrium distance the repulsive and the attractive force are equal in size. -/
theorem force_balance (hA : 0 < A) (hB : 0 < B) (hz : 0 < z) (hq : 0 < q) (hpq : q < p) :
    p * (z * A * exp (-p * eqDistance A B p q z)) =
      q * (√z * B * exp (-q * eqDistance A B p q z)) := by
  have hp : 0 < p := hq.trans hpq
  have hne : p - q ≠ 0 := (sub_pos.mpr hpq).ne'
  have h1 : exp ((p - q) * eqDistance A B p q z) = p * A * √z / (q * B) := by
    have h : (p - q) * eqDistance A B p q z = log (p * A * √z / (q * B)) := by
      unfold eqDistance
      field_simp
    rw [h, Real.exp_log (by positivity)]
  have h3 : q * B * exp ((p - q) * eqDistance A B p q z) = p * A * √z := by
    rw [h1]
    field_simp
  have h2 : exp (-q * eqDistance A B p q z) =
      exp ((p - q) * eqDistance A B p q z) * exp (-p * eqDistance A B p q z) := by
    rw [← Real.exp_add]
    congr 1
    ring
  have hs : √z * √z = z := Real.mul_self_sqrt hz.le
  rw [h2]
  linear_combination (-(√z * exp (-p * eqDistance A B p q z))) * h3
    - p * A * exp (-p * eqDistance A B p q z) * hs

/-- The prefactor of the equilibrium energy is positive. -/
theorem cohesion_pos (hA : 0 < A) (hB : 0 < B) (hq : 0 < q) (hpq : q < p) :
    0 < cohesion A B p q := by
  have hp : 0 < p := hq.trans hpq
  have h : 0 < 1 - q / p := sub_pos.mpr ((div_lt_one hp).mpr hpq)
  unfold cohesion
  positivity

/-- The equilibrium energy is minus the constant `cohesion` times a power of the coordination. -/
theorem energy_eqDistance (hA : 0 < A) (hB : 0 < B) (hz : 0 < z) (hq : 0 < q) (hpq : q < p) :
    energy A B p q z (eqDistance A B p q z) =
      -(cohesion A B p q * z ^ ((p - 2 * q) / (2 * (p - q)))) := by
  have hp : 0 < p := hq.trans hpq
  have hne : p - q ≠ 0 := (sub_pos.mpr hpq).ne'
  have ha : z * A * exp (-p * eqDistance A B p q z) =
      q / p * (√z * B * exp (-q * eqDistance A B p q z)) := by
    rw [div_mul_eq_mul_div, eq_div_iff hp.ne']
    linear_combination force_balance hA hB hz hq hpq
  have he : exp (-q * eqDistance A B p q z) =
      (p * A / (q * B)) ^ (-(q / (p - q))) * √z ^ (-(q / (p - q))) := by
    rw [← Real.mul_rpow (by positivity) (by positivity), div_mul_eq_mul_div,
      Real.rpow_def_of_pos (by positivity)]
    unfold eqDistance
    congr 1
    ring
  -- collect the powers of the coordination
  have hS : √z * √z ^ (-(q / (p - q))) = z ^ ((p - 2 * q) / (2 * (p - q))) := by
    rw [Real.sqrt_eq_rpow, ← Real.rpow_mul hz.le, ← Real.rpow_add hz]
    congr 1
    field_simp
    ring
  unfold energy cohesion
  linear_combination ha - (1 - q / p) * B * √z * he
    - (1 - q / p) * B * (p * A / (q * B)) ^ (-(q / (p - q))) * hS

/-- Raising the coordination lowers the equilibrium energy exactly when the repulsion decays
more than twice as fast as the band term. -/
theorem higher_coordination_favoured_iff (hA : 0 < A) (hB : 0 < B) (hq : 0 < q) (hpq : q < p)
    {z₁ z₂ : ℝ} (h₁ : 0 < z₁) (h : z₁ < z₂) :
    energy A B p q z₂ (eqDistance A B p q z₂) < energy A B p q z₁ (eqDistance A B p q z₁) ↔
      2 * q < p := by
  have hC := cohesion_pos hA hB hq hpq
  have hd : 0 < 2 * (p - q) := by linarith
  rw [energy_eqDistance hA hB h₁ hq hpq, energy_eqDistance hA hB (h₁.trans h) hq hpq]
  constructor
  · intro hlt
    by_contra hcon
    have he : (p - 2 * q) / (2 * (p - q)) ≤ 0 :=
      div_nonpos_of_nonpos_of_nonneg (by linarith) hd.le
    have hle := Real.rpow_le_rpow_of_exponent_nonpos h₁ h.le he
    have hm := mul_le_mul_of_nonneg_left hle hC.le
    linarith
  · intro hp2
    have he : 0 < (p - 2 * q) / (2 * (p - q)) := div_pos (by linarith) hd
    have hm := mul_lt_mul_of_pos_left (Real.rpow_lt_rpow h₁.le h he) hC
    linarith

end

end SecondMomentPotential
```

The compiler's answer:

```
Main.lean:97:16: error(lean.unknownIdentifier): Unknown constant `Real.rpow_le_rpow_of_exponent_nonpos`
```

Cause. The message says that Lean knows no constant called `Real.rpow_le_rpow_of_exponent_nonpos`. The name is used in the forward direction, where the proof supposes that `2 * q < p` fails. The exponent is then at most zero, and the step `hle` should say that the power at `z₂` is at most the power at `z₁`. Multiplied by the positive constant, this contradicts the assumption that the energy at `z₂` is lower.

The argument is sound, but the lemma cited for `hle` does not exist under that name in the Mathlib being imported. The diff cites `Real.rpow_le_rpow_of_nonpos` instead, which supplies the inequality needed. It takes the same three arguments in the same order: `h₁` (`z₁` is positive), `h.le` (`z₁` is at most `z₂`) and `he` (the exponent is at most zero). Nothing else in the proof has to change.

After these edits no error is left:

```diff
@@ -95,5 +95,5 @@
     have he : (p - 2 * q) / (2 * (p - q)) ≤ 0 :=
       div_nonpos_of_nonpos_of_nonneg (by linarith) hd.le
-    have hle := Real.rpow_le_rpow_of_exponent_nonpos h₁ h.le he
+    have hle := Real.rpow_le_rpow_of_nonpos h₁ h.le he
     have hm := mul_le_mul_of_nonneg_left hle hC.le
     linarith
```
